# Chiral symmetry with constant lead broadenings: $T_{pq}(-E)=T_{qp}(E)$

## A spectrum mirrored with the wrong lead labels

Suppose that the transmissions of a bipartite lattice in a magnetic field, with zero on-site energies and hopping only between the two sublattices, have been computed for positive energies only. The spectrum of the closed lattice is symmetric about zero, so one might copy $T_{pq}(E)$ to $-E$. With three or more leads this can give wrong values, because in a magnetic field $T_{pq}$ and $T_{qp}$ may differ. If the leads satisfy the conditions stated next, the correct reflection also exchanges the lead labels.

For non-interacting lattice models with sublattice (chiral) symmetry, whose leads enter only through constant broadenings that do not mix the sublattices and cause no level shifts, the negative half of a multi-terminal spectrum therefore follows from the positive half by transposing the transmission matrix.

## Sublattices, leads and the open-system operator

Let $H$ be the Hermitian Hamiltonian of the scatterer. On a bipartite lattice with equal on-site energies and hopping only between sublattices A and B, let $C$ be $+1$ on A and $-1$ on B. Then $C^2=1$ and $CHC=-H$. Energies are measured from the symmetry point, and complex hoppings are allowed.

Each lead $p$ has a Hermitian broadening matrix $\Gamma_p$, which describes the decay of scatterer states into that lead. The condition $C\Gamma_p=\Gamma_pC$ says that the lead does not mix the sublattices; a lead attached to one site satisfies it. Write

$$D(E)=E-H+\frac{i}{2}\sum_p\Gamma_p,\qquad G(E)=D(E)^{-1},\qquad T_{pq}(E)=\mathrm{Tr}\,[\Gamma_pG\Gamma_qG^\dagger].$$

For $p\neq q$, $T_{pq}$ is the transmission from lead $q$ to lead $p$. For $p=q$ the same trace is not the reflection probability.

The model replaces each lead's self-energy by the constant $-i\Gamma_p/2$. Real leads generally have an energy-dependent self-energy with a real part as well.

## What is assumed at $E$ and obtained at $-E$

The theorem `chiral_transmission` says: if $G$ inverts $D(E)$ at a real energy $E$, then $-CG^\dagger C$ inverts $D(-E)$, every Green function at $-E$ equals it, and $T_{pq}(-E)=T_{qp}(E)$ for all $p,q$.

In Lean, `n` is the finite set of sites or orbitals and `P` the finite set of leads. The operator $D(E)$ is `openOp H Γ E`, the adjoint is `ᴴ`, and `transmission Γ G p q` is the trace above, as a complex number. `IsChiral H C Γ` collects the conditions on $H$, $C$ and the leads. It requires neither that $C$ be Hermitian nor that the $\Gamma_p$ be positive semidefinite, although physical broadenings are.

`IsGreen H Γ E G` means $D(E)G=1$. Existence at $E$ is thus a hypothesis. It can fail physically when $H$ has a bound state at energy $E$ that is decoupled from all leads. Existence at $-E$ is a conclusion.

## From the adjoint operator to the exchanged trace

Since $H$ and the $\Gamma_p$ are Hermitian and $E$ is real,

$$D(E)^\dagger=E-H-\frac{i}{2}\sum_p\Gamma_p.$$

The leads satisfy $C\Gamma_pC=\Gamma_pC^2=\Gamma_p$. Hence

$$-C\,D(E)^\dagger C=-\Big(E+H-\frac{i}{2}\sum_p\Gamma_p\Big)=D(-E).$$

Let $G=G(E)$. For finite square matrices $DG=1$ implies $GD=1$, so

$$D(-E)\,(-CG^\dagger C)=C\,D(E)^\dagger C^2G^\dagger C=C\,(G\,D(E))^\dagger C=C^2=1.$$

Inverses are unique, so $G'=G(-E)=-CG^\dagger C$.

The trace also needs $G'^\dagger$. If $C$ is Hermitian, taking the adjoint gives $-CGC$ at once. In general, use the operator relation at $-E$, which reads $D(E)=-C\,D(-E)^\dagger C$, or $D(-E)^\dagger=-C\,D(E)\,C$. Then

$$D(-E)^\dagger(-CGC)=C\,D(E)\,G\,C=1,\qquad G'^\dagger D(-E)^\dagger=(D(-E)G')^\dagger=1.$$

Both $-CGC$ and $G'^\dagger$ invert the same matrix, so they are equal. Inserting both functions and using cyclicity,

$$\begin{aligned}
T_{pq}(-E)&=\mathrm{Tr}\,[\Gamma_pCG^\dagger C\,\Gamma_q\,CGC]\\
&=\mathrm{Tr}\,[(C\Gamma_pC)\,G^\dagger(C\Gamma_qC)\,G]\\
&=\mathrm{Tr}\,[\Gamma_pG^\dagger\Gamma_qG]=\mathrm{Tr}\,[\Gamma_qG\Gamma_pG^\dagger]=T_{qp}(E).
\end{aligned}$$

## Zero energy and a single site

At $E=0$ the two energies coincide, and $T_{pq}(0)=T_{qp}(0)$ whenever the Green function exists there, even with complex hoppings.

For a single site, $C=\pm1$ forces $H=0$. With real broadenings $\gamma_p$ and $\gamma=\sum_p\gamma_p$,

$$G(E)=\frac{1}{E+i\gamma/2},\qquad T_{pq}(E)=\frac{\gamma_p\gamma_q}{E^2+\gamma^2/4},$$

provided that $E$ and $\gamma$ are not both zero. Here $G(-E)=-G(E)^*$, and the transmission is both even in energy and symmetric in the leads.

## A ring in which two of the leads break the symmetry

Attach a lead of broadening 2 to every site. Then $\sum_p\Gamma_p=2$, so $D(E)=E+i-H$, and $T_{pq}=4|G_{pq}|^2$. Take three sites $0,1,2$ in a ring with $H_{01}=H_{12}=H_{20}=i$ and the conjugate entries $-i$ in the opposite direction. At $E=0$ one finds $G_{01}=-i/2$ and $G_{10}=0$, so $T_{01}=1$ but $T_{10}=0$.

This Hamiltonian does have an operator with $C^2=1$ and $CHC=-H$: the exchange of sites 1 and 2, which reverses every hopping sign. It even commutes with $\sum_p\Gamma_p$, which is all that the relation for $G(-E)$ needs. It does not commute with $\Gamma_1$ and $\Gamma_2$ separately. Commutation with the total broadening is therefore not enough for the transmission formula. This reading of the ring in terms of a site exchange is a supplement to the checked theorem, which gives the Hermiticity of $H$, the Green function and the two transmissions.

## The Lean file

```lean
import Mathlib

open Matrix

namespace ChiralTransport

noncomputable section

variable {n P : Type*} [Fintype n] [DecidableEq n] [Fintype P]

/-- The open-system operator `E - H + (i/2) ∑ Γ_p` of a scatterer `H` with lead
broadenings `Γ_p`. -/
def openOp (H : Matrix n n ℂ) (Γ : P → Matrix n n ℂ) (E : ℝ) : Matrix n n ℂ :=
  (E : ℂ) • (1 : Matrix n n ℂ) - H + (Complex.I / 2) • ∑ p, Γ p

/-- `G` is a Green function at energy `E`: it inverts the open-system operator. -/
def IsGreen (H : Matrix n n ℂ) (Γ : P → Matrix n n ℂ) (E : ℝ) (G : Matrix n n ℂ) : Prop :=
  openOp H Γ E * G = 1

/-- The transmission `T_pq = Tr[Γ_p G Γ_q Gᴴ]` between leads `p` and `q`. -/
def transmission (Γ : P → Matrix n n ℂ) (G : Matrix n n ℂ) (p q : P) : ℂ :=
  trace (Γ p * G * Γ q * Gᴴ)

/-- A chiral junction: `H` and all `Γ_p` are Hermitian, `C² = 1`, `C H C = -H`, and `C`
commutes with every `Γ_p`. -/
structure IsChiral (H C : Matrix n n ℂ) (Γ : P → Matrix n n ℂ) : Prop where
  herm : H.IsHermitian
  lead_herm : ∀ p, (Γ p).IsHermitian
  sq : C * C = 1
  anti : C * H * C = -H
  comm : ∀ p, C * Γ p = Γ p * C

omit [Fintype n] in
/-- For Hermitian `H` and `Γ_p`, the adjoint of the open-system operator has the sign of
the broadening term reversed. -/
theorem openOp_conjTranspose {H : Matrix n n ℂ} {Γ : P → Matrix n n ℂ}
    (hH : H.IsHermitian) (hΓ : ∀ p, (Γ p).IsHermitian) (E : ℝ) :
    (openOp H Γ E)ᴴ =
      (E : ℂ) • (1 : Matrix n n ℂ) - H - (Complex.I / 2) • ∑ p, Γ p := by
  have hS : (∑ p, Γ p)ᴴ = ∑ p, Γ p := by
    rw [conjTranspose_sum]
    exact Finset.sum_congr rfl fun p _ => (hΓ p).eq
  have hI : star (Complex.I / 2) = -(Complex.I / 2) := by
    simp [neg_div]
  have hE : star (E : ℂ) = (E : ℂ) := Complex.conj_ofReal E
  rw [openOp, conjTranspose_add, conjTranspose_sub, conjTranspose_smul,
    conjTranspose_smul, conjTranspose_one, hH.eq, hS, hI, hE]
  module

variable {H C G : Matrix n n ℂ} {Γ : P → Matrix n n ℂ}

/-- In a chiral junction, conjugation with `C` turns the adjoint open-system operator at `E`
into minus the open-system operator at `-E`. -/
theorem openOp_neg (h : IsChiral H C Γ) (E : ℝ) :
    openOp H Γ (-E) = -(C * (openOp H Γ E)ᴴ * C) := by
  have hS : C * (∑ p, Γ p) * C = ∑ p, Γ p := by
    rw [Finset.mul_sum, Finset.sum_mul]
    refine Finset.sum_congr rfl fun p _ => ?_
    rw [h.comm p, mul_assoc, h.sq, mul_one]
  rw [openOp_conjTranspose h.herm h.lead_herm]
  simp only [openOp, mul_sub, sub_mul, Matrix.mul_smul, Matrix.smul_mul, mul_one,
    h.sq, h.anti, hS, Complex.ofReal_neg]
  module

/-- If a chiral junction has the Green function `G` at energy `E`, then `-C Gᴴ C` is a
Green function at energy `-E`. -/
theorem green_neg (h : IsChiral H C Γ) {E : ℝ} (hG : IsGreen H Γ E G) :
    IsGreen H Γ (-E) (-(C * Gᴴ * C)) := by
  have hl : G * openOp H Γ E = 1 := mul_eq_one_comm.mp hG
  unfold IsGreen
  rw [openOp_neg h]
  calc -(C * (openOp H Γ E)ᴴ * C) * -(C * Gᴴ * C)
      = C * (openOp H Γ E)ᴴ * (C * C) * Gᴴ * C := by
        simp only [neg_mul_neg, mul_assoc]
    _ = C * (G * openOp H Γ E)ᴴ * C := by
        rw [h.sq, mul_one, conjTranspose_mul]
        simp only [mul_assoc]
    _ = 1 := by rw [hl, conjTranspose_one, mul_one, h.sq]

/-- In a chiral junction with Green functions `G` at `E` and `G'` at `-E`, the adjoint of `G'` is
`G'ᴴ = -C G C`. -/
theorem green_neg_adjoint (h : IsChiral H C Γ) {E : ℝ} (hG : IsGreen H Γ E G)
    {G' : Matrix n n ℂ} (hG' : IsGreen H Γ (-E) G') : G'ᴴ = -(C * G * C) := by
  have hD := openOp_neg h (-E)
  rw [neg_neg] at hD
  have h1 : openOp H Γ E * G = 1 := hG
  have h2 : openOp H Γ (-E) * G' = 1 := hG'
  -- both sides invert the adjoint operator at `-E`, one from each side
  have hleft : G'ᴴ * (openOp H Γ (-E))ᴴ = 1 := by
    rw [← conjTranspose_mul, h2, conjTranspose_one]
  have hright : (openOp H Γ (-E))ᴴ * -(C * G * C) = 1 := by
    calc (openOp H Γ (-E))ᴴ * -(C * G * C)
        = (C * C) * (openOp H Γ (-E))ᴴ * -(C * G * C) := by rw [h.sq, one_mul]
      _ = C * (-(C * (openOp H Γ (-E))ᴴ * C) * G) * C := by
          simp only [mul_neg, neg_mul, mul_assoc]
      _ = 1 := by rw [← hD, h1, mul_one, h.sq]
  exact left_inv_eq_right_inv hleft hright

/-- Chiral symmetry of transport: if a chiral junction has the Green function `G` at real
energy `E`, then `-C Gᴴ C` is its unique Green function at `-E`, and
`T_pq(-E) = T_qp(E)` for all leads. -/
theorem chiral_transmission (h : IsChiral H C Γ) {E : ℝ} (hG : IsGreen H Γ E G) :
    IsGreen H Γ (-E) (-(C * Gᴴ * C)) ∧
      ∀ G', IsGreen H Γ (-E) G' → G' = -(C * Gᴴ * C) ∧
        ∀ p q, transmission Γ G' p q = transmission Γ G q p := by
  refine ⟨green_neg h hG, fun G' hG' => ?_⟩
  have hl : G' * openOp H Γ (-E) = 1 := mul_eq_one_comm.mp hG'
  have hEq : G' = -(C * Gᴴ * C) := left_inv_eq_right_inv hl (green_neg h hG)
  refine ⟨hEq, fun p q => ?_⟩
  have hc : ∀ r, C * Γ r * C = Γ r := fun r => by
    rw [h.comm r, mul_assoc, h.sq, mul_one]
  rw [transmission, green_neg_adjoint h hG hG', hEq]
  -- move the last `C` to the front, so that each lead is enclosed by two of them
  calc trace (Γ p * -(C * Gᴴ * C) * Γ q * -(C * G * C))
      = trace ((Γ p * C * Gᴴ * (C * Γ q * C) * G) * C) := by
        simp only [mul_neg, neg_mul, neg_neg, mul_assoc]
    _ = trace (C * (Γ p * C * Gᴴ * (C * Γ q * C) * G)) := trace_mul_comm _ _
    _ = trace ((C * Γ p * C) * Gᴴ * ((C * Γ q * C) * G)) := by
        simp only [mul_assoc]
    _ = trace ((Γ p * Gᴴ) * (Γ q * G)) := by rw [hc, hc]
    _ = trace ((Γ q * G) * (Γ p * Gᴴ)) := trace_mul_comm _ _
    _ = transmission Γ G q p := by simp only [transmission, mul_assoc]

/-- At zero energy the transmission of a chiral junction is reciprocal, `T_pq = T_qp`,
whenever the Green function exists there. -/
theorem zero_energy_reciprocity (h : IsChiral H C Γ) (hG : IsGreen H Γ 0 G) (p q : P) :
    transmission Γ G p q = transmission Γ G q p :=
  ((chiral_transmission h hG).2 G (by rw [neg_zero]; exact hG)).2 p q

/-- A lead of broadening 2 attached to the single site `p`. -/
def siteLead (p : n) : Matrix n n ℂ := diagonal fun i => if i = p then 2 else 0

/-- With one such lead on every site, the open-system operator is `(E + i) - H`. -/
theorem openOp_siteLead (H : Matrix n n ℂ) (E : ℝ) :
    openOp H siteLead E = ((E : ℂ) + Complex.I) • (1 : Matrix n n ℂ) - H := by
  have hS : ∑ p : n, siteLead p = (2 : ℂ) • (1 : Matrix n n ℂ) := by
    ext i j
    by_cases hij : i = j
    · subst hij
      simp [siteLead, Matrix.sum_apply]
    · simp [siteLead, Matrix.sum_apply, hij]
  have hI : Complex.I / 2 * 2 = Complex.I := by ring
  rw [openOp, hS, smul_smul, hI]
  module

/-- Between single-site leads of broadening 2 the transmission is `4 |G_pq|²`. -/
theorem transmission_siteLead (G : Matrix n n ℂ) (p q : n) :
    transmission siteLead G p q = 4 * (Complex.normSq (G p q) : ℂ) := by
  have key : ∀ i j, (siteLead p * G * siteLead q) i j =
      (if i = p then 2 else 0) * G i j * (if j = q then 2 else 0) := fun i j => by
    simp only [siteLead, mul_diagonal, diagonal_mul]
  have htr : ∀ M : Matrix n n ℂ, trace (M * Gᴴ) = ∑ i, ∑ j, M i j * star (G i j) :=
    fun M => by simp only [trace, diag_apply, Matrix.mul_apply, conjTranspose_apply]
  rw [transmission, htr]
  simp only [key]
  rw [Finset.sum_eq_single p, Finset.sum_eq_single q]
  · simp only [↓reduceIte, Complex.star_def]
    rw [← Complex.mul_conj]
    ring
  all_goals simp +contextual

/-- The two-site chain with unit hopping, sublattice operator `diag(1, -1)` and one lead per
site is a chiral junction, and it has the displayed Green function at `E = 1`. -/
theorem isChiral_witness :
    IsChiral !![0, 1; 1, 0] !![1, 0; 0, -1] (siteLead (n := Fin 2)) ∧
      IsGreen !![0, 1; 1, 0] (siteLead (n := Fin 2)) 1
        !![(1 - 3 * Complex.I) / 5, (-1 - 2 * Complex.I) / 5;
          (-1 - 2 * Complex.I) / 5, (1 - 3 * Complex.I) / 5] := by
  refine ⟨⟨?_, ?_, ?_, ?_, ?_⟩, ?_⟩
  · exact IsHermitian.ext fun i j => by fin_cases i <;> fin_cases j <;> simp
  · exact fun p => IsHermitian.ext fun i j => by
      fin_cases p <;> fin_cases i <;> fin_cases j <;> simp [siteLead]
  · ext i j
    fin_cases i <;> fin_cases j <;> simp [Matrix.mul_apply, Fin.sum_univ_succ]
  · ext i j
    fin_cases i <;> fin_cases j <;> simp [Matrix.mul_apply, Fin.sum_univ_succ]
  · intro p
    ext i j
    fin_cases p <;> fin_cases i <;> fin_cases j <;>
      simp [siteLead, Matrix.mul_apply, Fin.sum_univ_succ]
  · rw [IsGreen, openOp_siteLead]
    ext i j
    fin_cases i <;> fin_cases j <;>
      simp [Matrix.mul_apply, Fin.sum_univ_two, Matrix.one_apply, Complex.ext_iff] <;>
      norm_num

/-- A three-site ring with imaginary hoppings and one lead per site has a Hermitian
Hamiltonian and a Green function at `E = 0`, with `T_01 = 1` but `T_10 = 0`. -/
theorem ring_circulator :
    let H : Matrix (Fin 3) (Fin 3) ℂ :=
      !![0, Complex.I, -Complex.I; -Complex.I, 0, Complex.I; Complex.I, -Complex.I, 0]
    let G : Matrix (Fin 3) (Fin 3) ℂ :=
      !![-Complex.I / 2, -Complex.I / 2, 0; 0, -Complex.I / 2, -Complex.I / 2;
        -Complex.I / 2, 0, -Complex.I / 2]
    H.IsHermitian ∧ IsGreen H siteLead 0 G ∧
      transmission siteLead G 0 1 = 1 ∧ transmission siteLead G 1 0 = 0 := by
  intro H G
  refine ⟨?_, ?_, ?_, ?_⟩
  · exact IsHermitian.ext fun i j => by fin_cases i <;> fin_cases j <;> simp [H]
  · rw [IsGreen, openOp_siteLead]
    ext i j
    fin_cases i <;> fin_cases j <;>
      simp [H, G, Matrix.mul_apply, Fin.sum_univ_three, Matrix.one_apply,
        Complex.ext_iff] <;>
      norm_num
  · rw [transmission_siteLead]
    norm_num [G, Complex.normSq_apply]
  · rw [transmission_siteLead]
    simp [G]

end

end ChiralTransport
```

```lean
#print axioms ChiralTransport.chiral_transmission
-- 'ChiralTransport.chiral_transmission' depends on axioms: [propext, Classical.choice, Quot.sound]
#print axioms ChiralTransport.zero_energy_reciprocity
-- 'ChiralTransport.zero_energy_reciprocity' depends on axioms: [propext, Classical.choice, Quot.sound]
#print axioms ChiralTransport.ring_circulator
-- 'ChiralTransport.ring_circulator' depends on axioms: [propext, Classical.choice, Quot.sound]
```

## Inverses and traces in the Lean proof

`openOp_conjTranspose` computes $D(E)^\dagger$. It conjugates the scalars and the sum of broadenings separately, and `module` then collects the terms. `openOp_neg` proves the relation between $D(-E)$ and $D(E)^\dagger$: its local fact `hS` is $C(\sum_p\Gamma_p)C=\sum_p\Gamma_p$, obtained lead by lead, and the remaining rewriting uses `h.sq` and `h.anti`.

In `green_neg`, `mul_eq_one_comm` turns the right inverse $G$ into a left inverse. The `calc` block then follows the displayed product: the inner $C^2$ disappears, the two adjoints combine into $(GD)^\dagger$, and the outer $C^2$ gives 1.

`green_neg_adjoint` supplies $G'^\dagger=-CGC$ without a Hermitian $C$. It applies `openOp_neg` at $-E$, proves the two inverse relations as `hleft` and `hright`, and identifies the inverses by `left_inv_eq_right_inv`. The same lemma gives uniqueness of $G'$ in `chiral_transmission`. There the final `calc` uses `trace_mul_comm` twice: first to bring the last $C$ to the front, so that each lead is enclosed by two factors of $C$, and then, after `hc` has removed them, to exchange the two halves of the trace. `zero_energy_reciprocity` applies this theorem with $G'=G$ and $-0=0$.

The remaining lemmas treat the single-site leads. `openOp_siteLead` sums the diagonal broadenings to $2$, and `transmission_siteLead` expands the trace into a double sum in which only the term with indices $p,q$ survives. `isChiral_witness` checks entry by entry that a two-site chain with unit hopping satisfies `IsChiral` and has the stated Green function at $E=1$, so the assumptions are met by a concrete system away from zero energy. `ring_circulator` verifies the ring's Green function in the same way and reads the two transmissions from its entries.
